# Dipole oscillator strengths of one particle on an open chain with the three-point stencil add up to the bond sum of the initial eigenstate

Take one particle on the sites 0, …, N of an open chain with spacing h > 0, in units with ħ = mass = 1. The kinetic energy is the three-point stencil, so the Hamiltonian H has diagonal entries 1/h² + V(i) with V real, and entries −1/(2h²) between neighbours. Let ψₙ be its orthonormal eigenvectors, with energies Eₙ, and let x be the position. In the continuum, the oscillator strengths 2(Eₙ − E₀)|⟨ψₙ, x ψ₀⟩|² out of the ground state add up to 1. On the grid I believe that they add up to

Σⱼ Re( conj ψ₀(j) ψ₀(j+1) ),

with one term per bond. Is that exact at finite h, whatever the potential? I would like to see the derivation in full, together with a machine-checked proof.

## Why only neighbouring amplitudes survive

Yes, it is exact, and it holds for every initial eigenstate ψₘ, not only the ground state. Inner products are plain site sums, ⟨u, v⟩ = Σᵢ conj u(i) v(i). Bond b joins sites b and b+1, with b = 0, …, N−1.

It costs nothing to replace x by any real site function f. Write φ = f ψₘ and

S = 2 Σₙ (Eₙ − Eₘ) |⟨ψₙ, φ⟩|².

**Summing over final states.** H is Hermitian, so ⟨ψₙ, Hφ⟩ = Eₙ⟨ψₙ, φ⟩, and therefore

(Eₙ − Eₘ)⟨ψₙ, φ⟩ = ⟨ψₙ, (H − Eₘ)φ⟩.

Multiply by conj⟨ψₙ, φ⟩ and sum over n. The N+1 orthonormal vectors form a complete basis, so Parseval's identity gives

S/2 = ⟨φ, (H − Eₘ)φ⟩.

**Removing the potential.** The eigenvalue equation says Eₘψₘ(i) = Σⱼ H(i,j)ψₘ(j). Hence

((H − Eₘ)φ)(i) = Σⱼ H(i,j) (f(j) − f(i)) ψₘ(j).

The term j = i vanishes and takes V with it. Only the neighbour entries −1/(2h²) are left.

**Pairing the two directions of a bond.** Set d = f(b+1) − f(b) and z = conj ψₘ(b) ψₘ(b+1). Bond b contributes

−1/(2h²) · [ f(b) d z − f(b+1) d conj z ].

The real part of the bracket is (f(b) − f(b+1)) d Re z = −d² Re z. Since S is real, taking real parts loses nothing, and

h² S = Σ_b (f(b+1) − f(b))² Re( conj ψₘ(b) ψₘ(b+1) ).

**Position.** For x(i) = a + h i every step equals h, so h² cancels:

S = Σ_b Re( conj ψₘ(b) ψₘ(b+1) ).

**The deviation from 1.** Let T be H with V = 0. Because ψₘ is normalised,

⟨T⟩ = 1/h² − (1/h²) Σ_b Re( conj ψₘ(b) ψₘ(b+1) ),

and so S = 1 − h²⟨T⟩. On a single site (N = 0) there are no bonds, ⟨T⟩ = 1/h², and both forms give S = 0.

For one particle in a local potential on an open one-dimensional grid with the three-point stencil, a total dipole strength different from 1 is thus not by itself a sign of missing final states: the complete set gives 1 − h²⟨T⟩, and this is the value to compare with.

## The Lean file

```lean
import Mathlib

open Matrix
open scoped ComplexConjugate

namespace GridOscillatorStrength

noncomputable section

variable {N : ℕ}

/-- The three-point Hamiltonian on an open chain of `N + 1` sites with spacing `h ≠ 0`:
diagonal `1/h² + V i`, neighbour entries `-1/(2h²)`. -/
def gridH (h : ℝ) (V : Fin (N + 1) → ℝ) : Matrix (Fin (N + 1)) (Fin (N + 1)) ℂ :=
  Matrix.of fun i j => (((if i = j then 1 / h ^ 2 + V i else 0) - 1 / (2 * h ^ 2) *
    ((if i.val + 1 = j.val then 1 else 0) + (if j.val + 1 = i.val then 1 else 0)) : ℝ) : ℂ)

/-- The states `ψ n` are orthonormal eigenvectors of `H` with energies `E n`, one per site. -/
structure IsEigenbasis (H : Matrix (Fin (N + 1)) (Fin (N + 1)) ℂ)
    (E : Fin (N + 1) → ℝ) (ψ : Fin (N + 1) → Fin (N + 1) → ℂ) : Prop where
  orthonormal : ∀ m n, ∑ i, conj (ψ m i) * ψ n i = if m = n then 1 else 0
  eigen : ∀ n, H *ᵥ ψ n = (E n : ℂ) • ψ n

/-- A real function `f` of the site acting on a state by multiplication. -/
def mulBy (f : Fin (N + 1) → ℝ) (χ : Fin (N + 1) → ℂ) : Fin (N + 1) → ℂ :=
  fun i => (f i : ℂ) * χ i

/-- The oscillator-strength sum `2 ∑ₙ (Eₙ - Eₘ) |⟨ψₙ, f ψₘ⟩|²` out of the state `m`. -/
def oscillatorSum (E : Fin (N + 1) → ℝ) (ψ : Fin (N + 1) → Fin (N + 1) → ℂ)
    (f : Fin (N + 1) → ℝ) (m : Fin (N + 1)) : ℝ :=
  2 * ∑ n, (E n - E m) * ‖star (ψ n) ⬝ᵥ mulBy f (ψ m)‖ ^ 2

/-- The position of site `i` on a grid with first point `a` and spacing `h`. -/
def position (a h : ℝ) (i : Fin (N + 1)) : ℝ := a + h * (i.val : ℝ)

/-- The sum over bonds of `Re (conj (φ j) φ (j+1))`. -/
def bondSum (φ : Fin (N + 1) → ℂ) : ℝ :=
  ∑ b : Fin N, (conj (φ b.castSucc) * φ b.succ).re

variable {h : ℝ} {V E : Fin (N + 1) → ℝ} {ψ : Fin (N + 1) → Fin (N + 1) → ℂ}

/-- A sum over ordered pairs of sites `(j, j+1)` is a sum over bonds. -/
theorem sum_neighbours (F : Fin (N + 1) → Fin (N + 1) → ℂ) :
    ∑ i, ∑ j, (if i.val + 1 = j.val then F i j else 0)
      = ∑ b : Fin N, F b.castSucc b.succ := by
  rw [Fin.sum_univ_castSucc]
  have hl : ∑ j : Fin (N + 1),
      (if (Fin.last N).val + 1 = j.val then F (Fin.last N) j else 0) = 0 :=
    Finset.sum_eq_zero fun j _ => if_neg (by
      have := j.isLt
      simp only [Fin.val_last]
      omega)
  rw [hl, add_zero]
  refine Finset.sum_congr rfl fun b _ => ?_
  rw [Finset.sum_eq_single b.succ]
  · exact if_pos rfl
  · exact fun j _ hj => if_neg fun hh => hj (Fin.ext hh.symm)
  · exact fun hn => absurd (Finset.mem_univ _) hn

/-- A double sum weighted with the Hamiltonian splits into a site part and a bond part. -/
theorem gridH_sum (h : ℝ) (V : Fin (N + 1) → ℝ) (F : Fin (N + 1) → Fin (N + 1) → ℂ) :
    ∑ i, ∑ j, gridH h V i j * F i j = ∑ i, ((1 / h ^ 2 + V i : ℝ) : ℂ) * F i i
      - ((1 / (2 * h ^ 2) : ℝ) : ℂ)
        * ∑ b : Fin N, (F b.castSucc b.succ + F b.succ b.castSucc) := by
  have e : ∀ i j, gridH h V i j * F i j
      = (if i = j then ((1 / h ^ 2 + V i : ℝ) : ℂ) * F i j else 0)
        - ((1 / (2 * h ^ 2) : ℝ) : ℂ) * ((if i.val + 1 = j.val then F i j else 0)
          + (if j.val + 1 = i.val then F i j else 0)) := by
    intro i j
    simp only [gridH, Matrix.of_apply]
    split_ifs <;> push_cast <;> ring
  have b2 : ∑ i, ∑ j, (if j.val + 1 = i.val then F i j else 0)
      = ∑ b : Fin N, F b.succ b.castSucc := by
    rw [Finset.sum_comm]
    exact sum_neighbours fun i j => F j i
  simp only [e, Finset.sum_sub_distrib, ← Finset.mul_sum, Finset.sum_add_distrib]
  rw [sum_neighbours F, b2]
  simp only [Finset.sum_ite_eq, Finset.mem_univ, if_true]

/-- The three-point Hamiltonian with real potential is Hermitian. -/
theorem gridH_isHermitian (h : ℝ) (V : Fin (N + 1) → ℝ) : (gridH h V).IsHermitian := by
  refine Matrix.IsHermitian.ext fun i j => ?_
  change conj (gridH h V j i) = gridH h V i j
  simp only [gridH, Matrix.of_apply, Complex.conj_ofReal]
  rcases eq_or_ne i j with rfl | hij
  · rfl
  · simp [hij, hij.symm, add_comm]

/-- Parseval's identity: the overlap of `u` and `v` is the sum over eigenstates of the products
`conj ⟨ψₙ, u⟩ * ⟨ψₙ, v⟩` of their components, the first one conjugated. -/
theorem parseval {H : Matrix (Fin (N + 1)) (Fin (N + 1)) ℂ} (hb : IsEigenbasis H E ψ)
    (u v : Fin (N + 1) → ℂ) :
    ∑ n, star (star (ψ n) ⬝ᵥ u) * (star (ψ n) ⬝ᵥ v) = star u ⬝ᵥ v := by
  let A : Matrix (Fin (N + 1)) (Fin (N + 1)) ℂ := Matrix.of fun n => star (ψ n)
  -- orthonormal rows of a square matrix give completeness
  have h1 : A * Aᴴ = 1 := by
    ext m n
    simpa [A, Matrix.mul_apply, Matrix.one_apply] using hb.orthonormal m n
  have h2 : Aᴴ * A = 1 := mul_eq_one_comm.mp h1
  change star (A *ᵥ u) ⬝ᵥ (A *ᵥ v) = _
  rw [Matrix.star_mulVec, Matrix.dotProduct_mulVec, Matrix.vecMul_vecMul, h2,
    Matrix.vecMul_one]

/-- Between an eigenstate and any state `φ`, the Hamiltonian gives the energy of the
eigenstate times the overlap. -/
theorem eigen_left (hb : IsEigenbasis (gridH h V) E ψ) (n : Fin (N + 1))
    (φ : Fin (N + 1) → ℂ) :
    star (ψ n) ⬝ᵥ (gridH h V *ᵥ φ) = (E n : ℂ) * (star (ψ n) ⬝ᵥ φ) := by
  have hs := Matrix.star_mulVec (gridH h V) (ψ n)
  rw [(gridH_isHermitian h V).eq, hb.eigen n] at hs
  have hl : star ((E n : ℂ) • ψ n) = (E n : ℂ) • star (ψ n) := by
    ext i
    simp [mul_comm]
  rw [Matrix.dotProduct_mulVec, ← hs, hl, smul_dotProduct, smul_eq_mul]

/-- Sum rule for any real site function `f`: for `h > 0`, `h²` times the oscillator-strength
sum is the bond sum weighted with the squared steps of `f`. -/
theorem oscillatorSum_weighted (hh : 0 < h) (hb : IsEigenbasis (gridH h V) E ψ)
    (f : Fin (N + 1) → ℝ) (m : Fin (N + 1)) :
    h ^ 2 * oscillatorSum E ψ f m = ∑ b : Fin N,
      (f b.succ - f b.castSucc) ^ 2 * (conj (ψ m b.castSucc) * ψ m b.succ).re := by
  -- sum over the final states
  have k1 : ((∑ n, (E n - E m) * ‖star (ψ n) ⬝ᵥ mulBy f (ψ m)‖ ^ 2 : ℝ) : ℂ)
      = star (mulBy f (ψ m)) ⬝ᵥ
        (gridH h V *ᵥ mulBy f (ψ m) - (E m : ℂ) • mulBy f (ψ m)) := by
    rw [← parseval hb, Complex.ofReal_sum]
    refine Finset.sum_congr rfl fun n _ => ?_
    rw [dotProduct_sub, eigen_left hb, dotProduct_smul, smul_eq_mul]
    have hn : star (star (ψ n) ⬝ᵥ mulBy f (ψ m)) * (star (ψ n) ⬝ᵥ mulBy f (ψ m))
        = (‖star (ψ n) ⬝ᵥ mulBy f (ψ m)‖ : ℂ) ^ 2 := Complex.conj_mul' _
    rw [Complex.ofReal_mul, Complex.ofReal_pow, Complex.ofReal_sub]
    linear_combination -((E n : ℂ) - E m) * hn
  -- the eigenvalue equation leaves only differences of `f`
  have k2 : star (mulBy f (ψ m)) ⬝ᵥ
        (gridH h V *ᵥ mulBy f (ψ m) - (E m : ℂ) • mulBy f (ψ m))
      = ∑ i, ∑ j, gridH h V i j
        * (conj ((f i : ℂ) * ψ m i) * (((f j : ℂ) - f i) * ψ m j)) := by
    refine Finset.sum_congr rfl fun i _ => ?_
    have he : ∑ j, gridH h V i j * ψ m j = (E m : ℂ) * ψ m i := congrFun (hb.eigen m) i
    change conj ((f i : ℂ) * ψ m i) * (∑ j, gridH h V i j * ((f j : ℂ) * ψ m j)
      - (E m : ℂ) * ((f i : ℂ) * ψ m i)) = _
    rw [mul_left_comm (E m : ℂ), ← he, Finset.mul_sum, ← Finset.sum_sub_distrib,
      Finset.mul_sum]
    exact Finset.sum_congr rfl fun j _ => by ring
  have k3 := congrArg Complex.re (k1.trans (k2.trans (gridH_sum h V
    (fun i j => conj ((f i : ℂ) * ψ m i) * (((f j : ℂ) - f i) * ψ m j)))))
  simp only [sub_self, zero_mul, mul_zero, Finset.sum_const_zero, zero_sub, Complex.neg_re,
    Complex.re_ofReal_mul, Complex.ofReal_re, Complex.re_sum] at k3
  -- the two directions of a bond combine to a square
  have k4 : ∀ b : Fin N,
      (conj ((f b.castSucc : ℂ) * ψ m b.castSucc)
          * (((f b.succ : ℂ) - f b.castSucc) * ψ m b.succ)
        + conj ((f b.succ : ℂ) * ψ m b.succ)
          * (((f b.castSucc : ℂ) - f b.succ) * ψ m b.castSucc)).re
      = -((f b.succ - f b.castSucc) ^ 2 * (conj (ψ m b.castSucc) * ψ m b.succ).re) := by
    intro b
    simp only [Complex.add_re, Complex.mul_re, Complex.mul_im, Complex.sub_re,
      Complex.sub_im, Complex.conj_re, Complex.conj_im, Complex.ofReal_re, Complex.ofReal_im]
    ring
  simp only [k4, Finset.sum_neg_distrib] at k3
  have hc : h ^ 2 * (2 * (1 / (2 * h ^ 2))) = 1 := by
    have := hh.ne'
    field_simp
  rw [oscillatorSum, k3]
  linear_combination (∑ b : Fin N, (f b.succ - f b.castSucc) ^ 2
    * (conj (ψ m b.castSucc) * ψ m b.succ).re) * hc

/-- Oscillator-strength sum rule on the grid: for `h > 0` and any initial eigenstate `m`, the
sum for the position operator equals the sum over bonds of `Re (conj (ψₘ j) ψₘ (j+1))`. -/
theorem oscillatorSum_position (hh : 0 < h) (hb : IsEigenbasis (gridH h V) E ψ)
    (a : ℝ) (m : Fin (N + 1)) :
    oscillatorSum E ψ (position a h) m = bondSum (ψ m) := by
  apply mul_left_cancel₀ (pow_ne_zero 2 hh.ne')
  rw [oscillatorSum_weighted hh hb, bondSum, Finset.mul_sum]
  refine Finset.sum_congr rfl fun b _ => ?_
  have hs : position a h b.succ - position a h b.castSucc = h := by
    change a + h * ((b.val + 1 : ℕ) : ℝ) - (a + h * (b.val : ℝ)) = h
    push_cast
    ring
  rw [hs]

/-- Discretisation error: for `h > 0` the oscillator-strength sum is `1 - h² ⟨T⟩`, with `T`
the three-point Hamiltonian without potential and `⟨T⟩` taken in the initial eigenstate. -/
theorem oscillatorSum_eq_one_sub (hh : 0 < h) (hb : IsEigenbasis (gridH h V) E ψ)
    (a : ℝ) (m : Fin (N + 1)) : oscillatorSum E ψ (position a h) m
      = 1 - h ^ 2 * (star (ψ m) ⬝ᵥ (gridH h 0 *ᵥ ψ m)).re := by
  have hn : ∑ i, conj (ψ m i) * ψ m i = 1 := (hb.orthonormal m m).trans (if_pos rfl)
  have e : star (ψ m) ⬝ᵥ (gridH h 0 *ᵥ ψ m)
      = ∑ i, ∑ j, gridH h 0 i j * (conj (ψ m i) * ψ m j) := by
    simp only [dotProduct, Matrix.mulVec, Finset.mul_sum, Pi.star_apply, starRingEnd_apply]
    exact Finset.sum_congr rfl fun i _ => Finset.sum_congr rfl fun j _ => by ring
  have k := congrArg Complex.re (e.trans (gridH_sum h 0 fun i j => conj (ψ m i) * ψ m j))
  have k5 : ∀ b : Fin N, (conj (ψ m b.castSucc) * ψ m b.succ
      + conj (ψ m b.succ) * ψ m b.castSucc).re
      = 2 * (conj (ψ m b.castSucc) * ψ m b.succ).re := by
    intro b
    simp only [Complex.add_re, Complex.mul_re, Complex.conj_re, Complex.conj_im]
    ring
  simp only [Pi.zero_apply, add_zero, ← Finset.mul_sum, hn, Complex.sub_re, mul_one,
    Complex.ofReal_re, Complex.re_ofReal_mul, Complex.re_sum, k5] at k
  have hc : h ^ 2 * (1 / h ^ 2) = 1 := by
    have := hh.ne'
    field_simp
  rw [oscillatorSum_position hh hb, k, bondSum]
  linear_combination (1 - ∑ b : Fin N, (conj (ψ m b.castSucc) * ψ m b.succ).re) * hc

/-- A two-site chain with spacing `1` and potential `(3/8, 2/3)` has the orthonormal
eigenvectors `(4/5, 3/5)` and `(3/5, -4/5)` with energies `1` and `49/24`. -/
theorem isEigenbasis_witness :
    IsEigenbasis (N := 1) (gridH 1 ![3 / 8, 2 / 3]) ![1, 49 / 24]
      ![![4 / 5, 3 / 5], ![3 / 5, -4 / 5]] := by
  have c3 : (starRingEnd ℂ) 3 = 3 := Complex.ext (by simp) (by simp)
  have c4 : (starRingEnd ℂ) 4 = 4 := Complex.ext (by simp) (by simp)
  have c5 : (starRingEnd ℂ) 5 = 5 := Complex.ext (by simp) (by simp)
  constructor
  · intro m n
    fin_cases m <;> fin_cases n <;> simp [Fin.sum_univ_succ, c3, c4, c5] <;> norm_num
  · intro n
    funext i
    fin_cases n <;> fin_cases i <;>
      simp [gridH, Matrix.mulVec, dotProduct, Fin.sum_univ_succ] <;> norm_num

end

end GridOscillatorStrength
```

```lean
#print axioms GridOscillatorStrength.oscillatorSum_eq_one_sub
```

```
'GridOscillatorStrength.oscillatorSum_eq_one_sub' depends on axioms: [propext, Classical.choice, Quot.sound]
```

## What the theorems say

`gridH h V` is the Hamiltonian as a complex matrix indexed by `Fin (N + 1)`. The end sites have the same kinetic diagonal entry 1/h² as the others, which corresponds to a wavefunction that vanishes one step beyond each end: hard walls.

`IsEigenbasis H E ψ` collects the assumptions on the states: orthonormality and the eigenvalue equations. There are as many states as sites, so no final state is missing. The energies are not ordered, and the label 0 has no special role; the ground state is whichever `m` has the lowest energy. The theorems take such a basis as given; that one exists for every V follows from the spectral theorem for Hermitian matrices. `isEigenbasis_witness` exhibits one for a two-site chain.

`mulBy f` multiplies a state by a real site function, `oscillatorSum E ψ f m` is S, `position a h` is the grid coordinate with first point `a`, and `bondSum` is the sum over bonds. In a bond `b : Fin N`, `b.castSucc` is the left site and `b.succ` the right one.

The three main theorems, all for `0 < h`, are these:

- `oscillatorSum_weighted` is the formula for h² S with arbitrary real f.
- `oscillatorSum_position` is the bond sum for position, independent of the origin `a`.
- `oscillatorSum_eq_one_sub` is S = 1 − h²⟨T⟩, where T is `gridH h 0`.

States are normalised by Σᵢ |ψ(i)|² = 1. If your code uses h Σᵢ |u(i)|² = 1 instead, then ψ = √h u, and the bond sum acquires a factor h when written in u.

The theorems concern a fixed grid, so the continuum value 1, known as the Thomas–Reiche–Kuhn sum rule, is not derived from them; that would need control of h²⟨T⟩ as h → 0. Periodic chains, wider stencils, nonlocal potentials and interacting particles are not treated either.

## From the bond bookkeeping to the sum rule

`sum_neighbours` turns a double sum restricted to pairs (j, j+1) into a sum over bonds. It splits off the last site, which has no right neighbour, and then picks the single surviving term for each remaining site. `gridH_sum` uses this once for each direction, and so separates any double sum weighted with H into a site part and a bond part.

`parseval` puts the conjugated eigenvectors into the rows of a square matrix A. Orthonormality is A A† = 1, and for a square matrix `mul_eq_one_comm` turns this into A† A = 1, which is completeness. `eigen_left` combines `gridH_isHermitian` with the eigenvalue equation to let H act to the left on ψₙ.

Inside `oscillatorSum_weighted`, the intermediate facts follow the derivation above:

- `k1` sums over final states and gives ⟨φ, (H − Eₘ)φ⟩.
- `k2` inserts the eigenvalue equation, leaving differences of f.
- `k3` applies `gridH_sum` and takes real parts; the site part, and V with it, simplifies to zero.
- `k4` combines the two directions of a bond into −d² Re z.

The closing `linear_combination` only cancels h² against 1/h². `oscillatorSum_position` then inserts the constant step h and cancels h² from both sides. `oscillatorSum_eq_one_sub` applies `gridH_sum` once more, with zero potential, and uses the norm of ψₘ for the site part.

## Two sites, and a final state with the wrong norm

The chain in `isEigenbasis_witness` has h = 1 and V = (3/8, 2/3). Its eigenvectors are ψ₀ = (4/5, 3/5) with energy 1 and ψ₁ = (3/5, −4/5) with energy 49/24. With positions 0 and 1,

⟨ψ₁, x ψ₀⟩ = (−4/5)(3/5) = −12/25,

S = 2 · (25/24) · (12/25)² = 12/25,

and the single bond gives (4/5)(3/5) = 12/25 as well.

Now give up normalisation and replace ψ₁ by 2ψ₁. The eigenvalue equations still hold and the two vectors are still orthogonal, but the matrix element doubles and S becomes 48/25. The bond sum, which contains only ψ₀, stays at 12/25. A single final state with the wrong norm can therefore break the identity, although the initial state is untouched. If the dipole matrix element between a final state and the initial state vanishes, for instance by symmetry, the norm of that final state has no effect on S.
